# Real two-electron singlets: a real matrix is a one-particle density matrix exactly when it is positive semidefinite with trace 2

Take a finite orthonormal set of real spatial orbitals. A real matrix γ is the spin-summed one-particle density matrix of a normalised two-electron singlet with real amplitudes if and only if γ is positive semidefinite and has trace 2. Equivalently, there is a real symmetric matrix C with

γ = 2 C Cᵀ, trace(C Cᵀ) = 1.

Each eigenvector of such a C of length 1, with eigenvalue c, is a natural orbital with occupation 2c², and every occupation number equals 2c² for some eigenvalue c of C.

For two-electron singlets in a finite orthonormal basis of real orbitals, a calculation that varies γ instead of the wavefunction therefore needs only these two conditions to stay within the density matrices of pure states.

## The wavefunction and its density matrix

A spin orbital is a pair p = (i, σ) of a spatial orbital i and a spin σ, either α or β. The singlet spin function s has the amplitudes

s(α,β) = 1/√2, s(β,α) = −1/√2, s(α,α) = s(β,β) = 0.

With spatial amplitudes C(i,j), the two-electron wavefunction is

Ψ((i,σ), (j,τ)) = C(i,j) s(σ,τ).

The density matrix is obtained by summing over everything about the second electron and over the spin of the first:

γ(i,j) = 2 Σ_σ Σ_q Ψ((i,σ), q) Ψ((j,σ), q).

The factor 2 counts the electrons, which contribute equally when Ψ is antisymmetric. The eigenvectors of γ are the natural orbitals, normalised by convention, and its eigenvalues are their occupations. Positivity says that no orbital has a negative occupation, and the trace is the number of electrons.

## From the amplitudes to γ = 2 C Cᵀ

Exchanging the electrons gives

Ψ((j,τ), (i,σ)) = C(j,i) s(τ,σ) = −C(j,i) s(σ,τ).

This equals −C(i,j) s(σ,τ) for all spins exactly when C(j,i) = C(i,j), as the choice σ = α, τ = β shows. Antisymmetry of Ψ is thus symmetry of C.

Now write q = (k,τ) in the density matrix. The spin sum separates:

γ(i,j) = 2 Σ_k C(i,k) C(j,k) · Σ_σ Σ_τ s(σ,τ)².

The spin factor is 1/2 + 1/2 = 1, which leaves γ = 2 C Cᵀ. This matrix is symmetric, and for every real vector x

x·γx = 2 |Cᵀx|² ≥ 0.

Setting j = i in the definition of γ and summing over i gives

trace γ = 2 Σ_p Σ_q Ψ(p,q)²,

which is 2 for a normalised wavefunction.

## From γ back to a wavefunction

Suppose γ is positive semidefinite with trace 2. It has a symmetric positive semidefinite square root S, with S² = γ: keep the eigenvectors of γ and take the square roots of its eigenvalues. Put C = S/√2. Then C is symmetric and

C Cᵀ = S²/2 = γ/2, trace(C Cᵀ) = 1.

The wavefunction built from C is antisymmetric and normalised, and its density matrix is γ.

## Eigenvalues of C and occupations

For symmetric C we have γ = 2C². If Cv = cv, then γv = 2C(cv) = 2c²v.

For the other direction, let γv = νv with v ≠ 0. Since ν v·v = v·γv ≥ 0, ν is not negative, and we may set c = √(ν/2), so that C²v = c²v. Consider w = Cv + cv. If w = 0, then Cv = −cv, and v is an eigenvector of C with eigenvalue −c. If w ≠ 0, then

Cw = C²v + cCv = c²v + cCv = cw,

so w is an eigenvector with eigenvalue c. In both cases ν = 2c².

The natural orbital v itself need not be an eigenvector of C. The open-shell singlet in two orbitals has, with rows separated by semicolons,

C = (1/√2) (0, 1; 1, 0), γ = (1, 0; 0, 1).

The first orbital has occupation 1, but C sends it to a multiple of the second. The eigenvectors of C are (1, 1)/√2 and (1, −1)/√2, with eigenvalues 1/√2 and −1/√2, and both give occupation 1.

## A worked case with two orbitals

Let

C = (0.1, 0.7; 0.7, 0.1).

The sum of the squared entries is 0.01 + 0.49 + 0.49 + 0.01 = 1, so the state is normalised. Multiplying out,

γ = 2C² = (1, 0.28; 0.28, 1).

The vector (1, 1)/√2 has eigenvalue 0.8 under C and occupation 2 · 0.64 = 1.28. The vector (1, −1)/√2 has eigenvalue −0.6 and occupation 2 · 0.36 = 0.72. The occupations add up to 2.

Going back from γ by the positive square root gives eigenvalues 0.8 and +0.6, hence

C′ = (0.7, 0.1; 0.1, 0.7).

This is a different wavefunction with the same γ: the density matrix does not record the signs of the eigenvalues of C.

## What goes wrong without symmetry

Let

C = (0, 1; 0, 0).

The wavefunction built from this C is not antisymmetric, so it is not a state of two electrons; it only tests the algebra. Here trace(C Cᵀ) = 1 and 2 C Cᵀ = (2, 0; 0, 0), which is positive semidefinite with trace 2. But C sends the first orbital to zero, so its eigenvalue under C is 0, while its eigenvalue under 2 C Cᵀ is 2. The only eigenvalue of C is 0, so no eigenvalue of C accounts for that 2 at all. Without the symmetry of C, that is, the antisymmetry of the wavefunction, the rule 2c² can fail.

## The statements in Lean

The type `n` labels the spatial orbitals, and `Fintype n` makes their number finite. A spin orbital is an element of `n × Fin 2`, with 0 for α and 1 for β. The orbitals do not appear as functions; their orthonormality is built into the way norms and contractions are written as plain sums of products.

`singlet C` is the wavefunction Ψ above. The file takes this product form as the meaning of "singlet" and introduces no spin operators. `density` is defined for any real table of two-electron amplitudes, so the formula 2 C Cᵀ is a theorem about it.

`singlet_representable_iff` is the representability result. Its left side asks for a `C` whose wavefunction changes sign under exchange, has squared norm 1 and has density matrix `γ`. Its right side is `γ.PosSemidef ∧ γ.trace = 2`, where `PosSemidef` includes the symmetry of `γ`. `eq_two_mul_transpose_iff` is the same criterion in terms of matrices alone.

In `natural_orbital` and `occupation_eq`, `HasEigenvector` means a nonzero vector satisfying the eigenvalue equation; it need not have length 1, so a natural orbital in the usual sense is that vector divided by its length. Neither theorem assumes that the wavefunction is normalised. `occupation_eq` matches values and does not count multiplicities.

Complex amplitudes, triplets, more than two electrons and infinite bases are not treated.

## The complete file

```lean
import Mathlib

open Matrix
open scoped MatrixOrder

namespace TwoElectronSinglet

noncomputable section

variable {n : Type*}

/-- The singlet spin function of two electrons, (αβ - βα)/√2, as a table of amplitudes. -/
def spinSinglet : Matrix (Fin 2) (Fin 2) ℝ :=
  !![0, √(1 / 2); -√(1 / 2), 0]

/-- The two-electron wavefunction on spin orbitals with spatial amplitudes `C` and
singlet spin function. -/
def singlet (C : Matrix n n ℝ) (p q : n × Fin 2) : ℝ :=
  C p.1 q.1 * spinSinglet p.2 q.2

/-- The spin-summed one-particle density matrix of a real two-electron wavefunction:
the second electron and the spin of the first are summed over, and the factor 2 counts
the electrons. -/
def density [Fintype n] (Ψ : n × Fin 2 → n × Fin 2 → ℝ) : Matrix n n ℝ :=
  Matrix.of fun i j => 2 * ∑ σ, ∑ q, Ψ (i, σ) q * Ψ (j, σ) q

/-- The singlet spin function is normalised. -/
theorem spin_normalised : ∑ σ, ∑ τ, spinSinglet σ τ ^ 2 = 1 := by
  have h : √(1 / 2 : ℝ) ^ 2 = 1 / 2 := Real.sq_sqrt (by norm_num)
  simp only [Fin.sum_univ_two]
  change (0 : ℝ) ^ 2 + √(1 / 2) ^ 2 + ((-√(1 / 2)) ^ 2 + (0 : ℝ) ^ 2) = 1
  linear_combination 2 * h

/-- The wavefunction changes sign under exchange of the electrons exactly when its spatial
amplitude matrix is symmetric. -/
theorem antisymmetric_iff (C : Matrix n n ℝ) :
    (∀ p q, singlet C q p = -singlet C p q) ↔ C.IsSymm := by
  constructor
  · intro h
    have hr : √(1 / 2 : ℝ) ≠ 0 := (Real.sqrt_pos.mpr (by norm_num)).ne'
    ext i j
    -- compare the amplitudes with opposite spins
    have h1 : C j i * (-√(1 / 2)) = -(C i j * √(1 / 2)) := h (i, 0) (j, 1)
    change C j i = C i j
    exact mul_right_cancel₀ hr (by linarith)
  · intro hC p q
    have hs : ∀ σ τ, spinSinglet τ σ = -spinSinglet σ τ := by
      intro σ τ
      fin_cases σ <;> fin_cases τ <;> simp [spinSinglet]
    simp only [singlet]
    rw [hC.apply p.1 q.1, hs p.2 q.2]
    ring

/-- Summing over the spins gives the density matrix 2 C Cᵀ. -/
theorem density_singlet [Fintype n] (C : Matrix n n ℝ) :
    density (singlet C) = (2 : ℝ) • (C * Cᵀ) := by
  have hs := spin_normalised
  simp only [Fin.sum_univ_two] at hs
  ext i j
  simp only [density, singlet, Matrix.of_apply, Fintype.sum_prod_type, Fin.sum_univ_two,
    Matrix.smul_apply, Matrix.mul_apply, Matrix.transpose_apply, smul_eq_mul]
  rw [← Finset.sum_add_distrib]
  congr 1
  apply Finset.sum_congr rfl
  intro k _
  linear_combination (C i k * C j k) * hs

/-- The trace of the density matrix is twice the squared norm of the wavefunction. -/
theorem trace_density [Fintype n] (Ψ : n × Fin 2 → n × Fin 2 → ℝ) :
    (density Ψ).trace = 2 * ∑ p, ∑ q, Ψ p q ^ 2 := by
  simp only [Matrix.trace, Matrix.diag_apply, density, Matrix.of_apply,
    ← Finset.mul_sum, Fintype.sum_prod_type, pow_two]

/-- The density matrix of a wavefunction with singlet spin function is positive
semidefinite. -/
theorem density_posSemidef [Fintype n] (C : Matrix n n ℝ) :
    (density (singlet C)).PosSemidef := by
  have h := Matrix.posSemidef_self_mul_conjTranspose C
  rw [Matrix.conjTranspose_eq_transpose_of_trivial] at h
  rw [density_singlet]
  exact h.smul (by norm_num : (0 : ℝ) ≤ 2)

/-- A real matrix has the form 2 C Cᵀ with C real symmetric and trace(C Cᵀ) = 1 exactly when
it is positive semidefinite with trace 2. -/
theorem eq_two_mul_transpose_iff [Fintype n] (γ : Matrix n n ℝ) :
    (∃ C : Matrix n n ℝ, C.IsSymm ∧ (C * Cᵀ).trace = 1 ∧ γ = (2 : ℝ) • (C * Cᵀ)) ↔
      γ.PosSemidef ∧ γ.trace = 2 := by
  classical
  constructor
  · rintro ⟨C, -, ht, rfl⟩
    refine ⟨density_singlet C ▸ density_posSemidef C, ?_⟩
    rw [Matrix.trace_smul, ht, smul_eq_mul, mul_one]
  · rintro ⟨hp, ht⟩
    -- the positive square root of γ, rescaled, serves as amplitude matrix
    have hS : CFC.sqrt γ * CFC.sqrt γ = γ :=
      CFC.sqrt_mul_sqrt_self γ (Matrix.nonneg_iff_posSemidef.mpr hp)
    have hH : (CFC.sqrt γ)ᵀ = CFC.sqrt γ := by
      have h := (Matrix.nonneg_iff_posSemidef.mp (CFC.sqrt_nonneg γ)).isHermitian.eq
      rwa [Matrix.conjTranspose_eq_transpose_of_trivial] at h
    have hr : √(1 / 2 : ℝ) * √(1 / 2) = 1 / 2 := Real.mul_self_sqrt (by norm_num)
    have hC : (√(1 / 2 : ℝ) • CFC.sqrt γ) * (√(1 / 2 : ℝ) • CFC.sqrt γ)ᵀ
        = (1 / 2 : ℝ) • γ := by
      rw [Matrix.transpose_smul, hH, Matrix.smul_mul, Matrix.mul_smul, smul_smul, hr, hS]
    refine ⟨√(1 / 2 : ℝ) • CFC.sqrt γ, ?_, ?_, ?_⟩
    · change (√(1 / 2 : ℝ) • CFC.sqrt γ)ᵀ = _
      rw [Matrix.transpose_smul, hH]
    · rw [hC, Matrix.trace_smul, ht, smul_eq_mul]
      norm_num
    · rw [hC]
      module

/-- Pure-state representability: a real matrix is the density matrix of an antisymmetric,
normalised, real two-electron singlet exactly when it is positive semidefinite with
trace 2. -/
theorem singlet_representable_iff [Fintype n] (γ : Matrix n n ℝ) :
    (∃ C : Matrix n n ℝ, (∀ p q, singlet C q p = -singlet C p q) ∧
      ∑ p, ∑ q, singlet C p q ^ 2 = 1 ∧ density (singlet C) = γ) ↔
      γ.PosSemidef ∧ γ.trace = 2 := by
  constructor
  · rintro ⟨C, -, hn, rfl⟩
    exact ⟨density_posSemidef C, by rw [trace_density, hn, mul_one]⟩
  · rintro ⟨hp, ht⟩
    obtain ⟨C, hC, -, h⟩ := (eq_two_mul_transpose_iff γ).mpr ⟨hp, ht⟩
    refine ⟨C, (antisymmetric_iff C).mpr hC, ?_, by rw [density_singlet, h]⟩
    have h2 := trace_density (singlet C)
    rw [density_singlet, ← h, ht] at h2
    linarith

/-- For symmetric C, each eigenvector of C with eigenvalue c is an eigenvector of the density matrix
with eigenvalue 2c². -/
theorem natural_orbital [Fintype n] [DecidableEq n] {C : Matrix n n ℝ} (hC : C.IsSymm)
    {c : ℝ} {v : n → ℝ} (h : Module.End.HasEigenvector (Matrix.toLin' C) c v) :
    Module.End.HasEigenvector (Matrix.toLin' (density (singlet C))) (2 * c ^ 2) v := by
  have hv : C *ᵥ v = c • v := h.apply_eq_smul
  refine ⟨Module.End.mem_eigenspace_iff.mpr ?_, h.2⟩
  rw [Matrix.toLin'_apply, density_singlet, hC.eq, Matrix.smul_mulVec,
    ← Matrix.mulVec_mulVec, hv, Matrix.mulVec_smul, hv]
  module

/-- For symmetric C, every eigenvalue of the density matrix equals 2c² for some eigenvalue c of C.
-/
theorem occupation_eq [Fintype n] [DecidableEq n] {C : Matrix n n ℝ} (hC : C.IsSymm)
    {ν : ℝ} {v : n → ℝ}
    (h : Module.End.HasEigenvector (Matrix.toLin' (density (singlet C))) ν v) :
    ∃ c w, Module.End.HasEigenvector (Matrix.toLin' C) c w ∧ ν = 2 * c ^ 2 := by
  have hv : density (singlet C) *ᵥ v = ν • v := h.apply_eq_smul
  have hpos : 0 < v ⬝ᵥ v :=
    lt_of_le_of_ne (Finset.sum_nonneg fun i _ => mul_self_nonneg (v i))
      (fun h0 => h.2 (dotProduct_self_eq_zero.mp h0.symm))
  have hν : 0 ≤ ν := by
    have hp := (density_posSemidef C).dotProduct_mulVec_nonneg v
    rw [hv, star_trivial, dotProduct_smul, smul_eq_mul] at hp
    by_contra hn
    linarith [mul_neg_of_neg_of_pos (not_le.mp hn) hpos]
  obtain ⟨c, hc⟩ : ∃ c : ℝ, c * c = ν / 2 := ⟨√(ν / 2), Real.mul_self_sqrt (by linarith)⟩
  rw [density_singlet, hC.eq, Matrix.smul_mulVec, ← Matrix.mulVec_mulVec] at hv
  have hCC : C *ᵥ (C *ᵥ v) = (c * c) • v := by
    rw [hc]
    linear_combination (norm := module) (1 / 2 : ℝ) • hv
  -- (C - c)(C + c) v = 0, so one of the two factors yields an eigenvector
  by_cases hz : C *ᵥ v + c • v = 0
  · refine ⟨-c, v, ⟨Module.End.mem_eigenspace_iff.mpr ?_, h.2⟩, by linarith [neg_sq c, sq c]⟩
    rw [Matrix.toLin'_apply]
    linear_combination (norm := module) hz
  · refine ⟨c, C *ᵥ v + c • v, ⟨Module.End.mem_eigenspace_iff.mpr ?_, hz⟩, by linarith [sq c]⟩
    rw [Matrix.toLin'_apply, Matrix.mulVec_add, Matrix.mulVec_smul, hCC]
    module

/-- The open-shell singlet in two orbitals has the identity as density matrix, yet its first orbital
is not an eigenvector of its spatial amplitude matrix. -/
theorem open_shell_singlet :
    density (singlet (√(1 / 2 : ℝ) • (!![0, 1; 1, 0] : Matrix (Fin 2) (Fin 2) ℝ))) = 1 ∧
      ∀ c : ℝ, (√(1 / 2 : ℝ) • (!![0, 1; 1, 0] : Matrix (Fin 2) (Fin 2) ℝ)) *ᵥ
        (![1, 0] : Fin 2 → ℝ) ≠ c • (![1, 0] : Fin 2 → ℝ) := by
  have hr : √(1 / 2 : ℝ) * √(1 / 2) = 1 / 2 := Real.mul_self_sqrt (by norm_num)
  constructor
  · have hX : (!![0, 1; 1, 0] : Matrix (Fin 2) (Fin 2) ℝ) * !![0, 1; 1, 0]ᵀ = 1 := by
      ext i j
      fin_cases i <;> fin_cases j <;> simp [Matrix.mul_apply, Fin.sum_univ_two]
    rw [density_singlet, Matrix.transpose_smul, Matrix.smul_mul, Matrix.mul_smul, hX,
      smul_smul (√(1 / 2 : ℝ)), hr, smul_smul]
    norm_num
  · intro c hc
    have h1 := congrFun hc 1
    simp [Matrix.mulVec, dotProduct, Fin.sum_univ_two] at h1

end

end TwoElectronSinglet
```

```lean
#print axioms TwoElectronSinglet.singlet_representable_iff
-- 'TwoElectronSinglet.singlet_representable_iff' depends on axioms: [propext, Classical.choice, Quot.sound]
#print axioms TwoElectronSinglet.natural_orbital
-- 'TwoElectronSinglet.natural_orbital' depends on axioms: [propext, Classical.choice, Quot.sound]
#print axioms TwoElectronSinglet.occupation_eq
-- 'TwoElectronSinglet.occupation_eq' depends on axioms: [propext, Classical.choice, Quot.sound]
#print axioms TwoElectronSinglet.open_shell_singlet
-- 'TwoElectronSinglet.open_shell_singlet' depends on axioms: [propext, Classical.choice, Quot.sound]
```

## The proof, lemma by lemma

**Spin and exchange.** `spin_normalised` adds the two squares of 1/√2. In `antisymmetric_iff`, the forward direction evaluates the exchange condition at opposite spins, `h (i, 0) (j, 1)`, and cancels the nonzero factor √(1/2). The backward direction checks the sign change of the spin function in its four spin cases and combines it with the symmetry of `C`.

**Contraction.** `density_singlet` writes both sides as sums over the intermediate orbital `k` and compares them term by term. For each `k`, the `linear_combination` step multiplies the spin normalisation by `C i k * C j k`, which is the separation of the spin sum made above. `trace_density` only unfolds definitions and rearranges sums. `density_posSemidef` uses Mathlib's theorem that a matrix times its conjugate transpose is positive semidefinite; for real entries this is C Cᵀ.

**The square root.** In `eq_two_mul_transpose_iff`, the forward direction reads off positivity and the trace. For the converse, `CFC.sqrt γ` is the matrix S. The facts `hS` and `hH` say that S² = γ and that S is symmetric, and `hC` computes C Cᵀ = γ/2 for C = √(1/2) S. The three remaining goals are the symmetry, the trace and the formula for `γ`.

**Representability.** `singlet_representable_iff` assembles these results. Going from `γ` to a wavefunction, it takes the `C` just constructed, turns its symmetry into antisymmetry, and obtains the norm from `trace_density`: twice the squared norm is 2.

**Occupations.** `natural_orbital` rewrites the density matrix as 2C² and applies the eigenvalue equation twice. In `occupation_eq`, `hν` shows that the occupation is not negative by pairing γv with v, and `hCC` is the equation C²v = c²v. The case split on `hz` asks whether Cv + cv vanishes, and each branch supplies the eigenvector found by hand. The tactic `module` settles the remaining vector identities.

**The open shell.** `open_shell_singlet` computes the density matrix from the square of the exchange matrix (0, 1; 1, 0), which is the identity. For the second claim it looks at component 1 of the supposed eigenvalue equation, the entry for the second orbital: the left side is √(1/2) and the right side is 0.
